# The Pulay term of a fixed-width Gaussian in a harmonic potential vanishes at the optimal centre

## The density, its energy and the sign of the force

A nucleus sits at position R on a line. The electron density is a normalised Gaussian with centre s and variance v, and v is held fixed. Two springs act on the electron coordinate x: one of stiffness k ties it to the nucleus, and one of stiffness m ties it to the origin, standing for the rest of the environment. The letter m is a stiffness here, not a mass. Writing ⟨·⟩ for the average over the density, the energy is

E(R, s) = ⟨k(x − R)²/2 + m x²/2⟩.

There is no kinetic energy in E. A kinetic term that depended on v alone would add a constant and change none of the derivatives below.

The centre may be a free parameter or may follow the nucleus along a differentiable path s = c(R), with derivative c′. The partial derivative ∂E/∂R is taken at fixed s. The total derivative dE/dR is that of R ↦ E(R, c(R)). All results are stated for derivatives of the energy; the force on the nucleus is minus the total derivative.

In the physical case both k and m are positive. The results about the optimal centre need only k + m > 0, which says that the total potential felt by the electron curves upwards and so confines it.

## The total derivative and its Pulay term

**Claim.** Along any differentiable path,

dE/dR = k(R − c) + [(k + m)c − kR] c′.

The first term is the partial derivative, and the second is the Pulay term. If k + m > 0, the energy at fixed R has the unique minimizer s* = kR/(k + m). When the centre follows s*, the Pulay term is zero and both derivatives equal kmR/(k + m). When the centre is attached to the nucleus, s = R, the total derivative is mR and the partial derivative is 0.

**The energy in closed form.** Write x = s + u, where ⟨u⟩ = 0 and ⟨u²⟩ = v. Then

⟨x²⟩ = s² + 2s⟨u⟩ + ⟨u²⟩ = s² + v,

⟨(x − R)²⟩ = (s − R)² + 2(s − R)⟨u⟩ + ⟨u²⟩ = (s − R)² + v.

Hence

E(R, s) = (k/2)[(s − R)² + v] + (m/2)[s² + v].

**The derivatives.** Differentiating with respect to each variable gives

∂E/∂R = −k(s − R) = k(R − s),

∂E/∂s = k(s − R) + ms = (k + m)s − kR.

The first line is also the average of the explicit derivative of the potential, ⟨k(R − x)⟩, which is the Hellmann–Feynman expression for this model. Along a path, the chain rule gives

dE/dR = k(c − R)(c′ − 1) + m c c′ = k(R − c) + [(k + m)c − kR] c′.

The bracket is ∂E/∂s at s = c. The Pulay term is therefore the slope of the energy in the centre times the rate at which the centre moves.

**The optimal centre.** Setting ∂E/∂s = 0 gives (k + m)s* = kR. To see that this is a minimum, subtract the energies and replace kR by (k + m)s*:

E(R, s) − E(R, s*) = ((k + m)/2)(s² − s*²) − kR(s − s*)

= ((k + m)/2)(s − s*)(s + s* − 2s*)

= ((k + m)/2)(s − s*)².

For k + m > 0 this is positive unless s = s*. The bracket in the Pulay term vanishes at s*, so the total and partial derivatives agree there:

k(R − s*) = k[(k + m)R − kR]/(k + m) = kmR/(k + m).

For positive k and m the factor km/(k + m) is the stiffness of two springs in series.

**The attached centre.** With c(R) = R and c′ = 1, the partial derivative is k(R − R) = 0 and the Pulay term is (k + m)R − kR = mR. The partial derivative alone would report zero force at every R. For m > 0 the attached energy, mR²/2 plus a constant, nevertheless has its minimum only at R = 0.

**The converse.** The two derivatives differ by [(k + m)c − kR] c′. If c′ ≠ 0 and k + m > 0, this is zero exactly when c = kR/(k + m).

## The model and its closed-form energy in Lean

The file works with Mathlib's measure theory and probability.

```lean
import Mathlib

open MeasureTheory ProbabilityTheory
open scoped NNReal

namespace PulayForce

noncomputable section
```

The energy is defined as an integral against the Gaussian measure `gaussianReal s v`, not by its closed form. Its arguments are the two stiffnesses, the variance, the nuclear position and the centre, in that order. The type `ℝ≥0` makes the variance a non-negative real number. The value v = 0 is allowed and gives a point mass at s, for which every theorem below still holds.

```lean
/-- The energy `E(R, s)`: the average of `k (x - R)² / 2 + m x² / 2` over a Gaussian density
of centre `s` and variance `v`. -/
def energy (k m : ℝ) (v : ℝ≥0) (R s : ℝ) : ℝ :=
  ∫ x, (k * (x - R) ^ 2 / 2 + m * x ^ 2 / 2) ∂(gaussianReal s v)
```

The optimal centre s* is a function of k, m and R. It does not depend on v, because the variance enters the energy only through an additive constant.

```lean
/-- The centre `k R / (k + m)`. When `k + m = 0`, Lean's convention for division by zero makes the
value `0`. -/
def optCenter (k m R : ℝ) : ℝ := k * R / (k + m)
```

The next theorem evaluates the integral. The identity function is square-integrable under a Gaussian (`h2`), so x and x² both have finite averages. The first moment `m1` is the mean s. The second moment `m2` comes from the relation between variance and moments, v = ⟨x²⟩ − ⟨x⟩². The proof then expands the potential in powers of x,

(k + m)x²/2 − kRx + kR²/2,

and averages term by term. This is the same calculation as the one by hand, except that the expansion is about the origin and not about s. The final `ring` regroups the result into the stated form.

```lean
/-- The energy in closed form, as a function of the nuclear position `R`, the centre `s`
and the variance `v` of the density. -/
theorem energy_eq (k m : ℝ) (v : ℝ≥0) (R s : ℝ) :
    energy k m v R s = k / 2 * ((s - R) ^ 2 + v) + m / 2 * (s ^ 2 + v) := by
  have h2 : MemLp (id : ℝ → ℝ) 2 (gaussianReal s v) := by
    exact_mod_cast memLp_id_gaussianReal (μ := s) (v := v) 2
  have i1 : Integrable (fun x : ℝ => x) (gaussianReal s v) := h2.integrable one_le_two
  have i2 : Integrable (fun x : ℝ => x ^ 2) (gaussianReal s v) := h2.integrable_sq
  -- the first two moments of the Gaussian
  have m1 : ∫ x, x ∂(gaussianReal s v) = s := integral_id_gaussianReal
  have m2 : ∫ x, x ^ 2 ∂(gaussianReal s v) = s ^ 2 + v := by
    have h := variance_eq_sub h2
    rw [variance_id_gaussianReal] at h
    have e1 : ∫ x, (id : ℝ → ℝ) x ∂(gaussianReal s v) = s := m1
    have e2 : ∫ x, ((id : ℝ → ℝ) ^ 2) x ∂(gaussianReal s v)
        = ∫ x, x ^ 2 ∂(gaussianReal s v) := rfl
    rw [e1, e2] at h
    linarith
  have m0 : ∫ _x : ℝ, k * R ^ 2 / 2 ∂(gaussianReal s v) = k * R ^ 2 / 2 := by simp
  have i3 : Integrable (fun x : ℝ => (k + m) / 2 * x ^ 2 + -(k * R) * x)
      (gaussianReal s v) := (i2.const_mul _).add (i1.const_mul _)
  -- expand the potential in powers of x and average term by term
  have expand : energy k m v R s = ∫ x, (((k + m) / 2 * x ^ 2 + -(k * R) * x)
      + k * R ^ 2 / 2) ∂(gaussianReal s v) := by
    unfold energy
    congr 1
    funext x
    ring
  rw [expand, integral_add i3 (integrable_const _),
    integral_add (i2.const_mul _) (i1.const_mul _), integral_const_mul,
    integral_const_mul, m0, m1, m2]
  ring
```

## Derivatives along a moving centre

A statement `HasDerivAt f a x` says that f is differentiable at x with derivative a. The first such theorem differentiates in the centre at fixed R. It identifies the bracket of the Pulay term as ∂E/∂s. The proof inserts the closed form, applies the product rule to each square and simplifies the resulting derivative.

```lean
/-- The derivative of the energy with respect to the centre of the density, at fixed nuclear
position, is `(k + m) s - k R`. -/
theorem hasDerivAt_center (k m : ℝ) (v : ℝ≥0) (R s : ℝ) :
    HasDerivAt (fun s' => energy k m v R s') ((k + m) * s - k * R) s := by
  simp only [energy_eq, pow_two]
  have d := (hasDerivAt_id' s).sub_const R
  have h1 := ((d.fun_mul d).add_const (v : ℝ)).const_mul (k / 2)
  have h2 := (((hasDerivAt_id' s).fun_mul (hasDerivAt_id' s)).add_const
    (v : ℝ)).const_mul (m / 2)
  exact (h1.fun_add h2).congr_deriv (by ring)
```

The decomposition itself is next. The path is an arbitrary function `c`, and the hypothesis `hc` says that it has derivative `c'` at the one point R considered; nothing is assumed about it elsewhere. No sign condition on k or m is needed. In the proof, `d` is the derivative of c(R) − R, namely c′ − 1. The terms `h1` and `h2` are the derivatives of the two spring energies, and `ring` rearranges their sum into partial derivative plus Pulay term.

```lean
/-- When the centre follows the nucleus along a differentiable path `c`, the total derivative
of the energy is the partial derivative `k (R - c)` plus the Pulay term, which is the derivative
with respect to the centre times the rate `c'` at which the centre moves. -/
theorem hasDerivAt_total (k m : ℝ) (v : ℝ≥0) {c : ℝ → ℝ} {c' R : ℝ}
    (hc : HasDerivAt c c' R) :
    HasDerivAt (fun R' => energy k m v R' (c R'))
      (k * (R - c R) + ((k + m) * c R - k * R) * c') R := by
  simp only [energy_eq, pow_two]
  have d := hc.fun_sub (hasDerivAt_id' R)
  have h1 := ((d.fun_mul d).add_const (v : ℝ)).const_mul (k / 2)
  have h2 := ((hc.fun_mul hc).add_const (v : ℝ)).const_mul (m / 2)
  exact (h1.fun_add h2).congr_deriv (by ring)
```

The partial derivative follows by taking a constant path, for which c′ = 0 and the Pulay term disappears.

```lean
/-- The partial derivative of the energy with respect to the nuclear position, at fixed centre
`s`, is `k (R - s)`. -/
theorem hasDerivAt_partial (k m : ℝ) (v : ℝ≥0) (R s : ℝ) :
    HasDerivAt (fun R' => energy k m v R' s) (k * (R - s)) R :=
  (hasDerivAt_total k m v (hasDerivAt_const R s)).congr_deriv (by ring)
```

## The strict minimum and the optimized energy

The stationarity condition (k + m)s* = kR is recorded separately, since each of the later proofs about the optimal centre relies on it.

```lean
/-- For `k + m ≠ 0` the centre `k R / (k + m)` satisfies the stationarity condition
`(k + m) s = k R`. -/
theorem optCenter_stationary {k m : ℝ} (hkm : k + m ≠ 0) (R : ℝ) :
    (k + m) * optCenter k m R = k * R := by
  unfold optCenter
  field_simp
```

Stationarity alone does not distinguish a minimum from a maximum. The following theorem does so for k + m > 0: any centre `s` other than `optCenter k m R` has strictly higher energy. This gives minimality and uniqueness together. The equation `e` is the completed square found by hand, and `linear_combination (s - optCenter k m R) * h` is the replacement of kR by (k + m)s*, multiplied by s − s*. The remaining lines say that a positive number times a non-zero square is positive.

```lean
/-- For `k + m > 0` the centre `k R / (k + m)` is the unique minimizer of the energy at fixed
nuclear position: every other centre has strictly higher energy. -/
theorem optCenter_lt {k m : ℝ} (hkm : 0 < k + m) (v : ℝ≥0) {R s : ℝ}
    (hs : s ≠ optCenter k m R) :
    energy k m v R (optCenter k m R) < energy k m v R s := by
  have h := optCenter_stationary hkm.ne' R
  -- complete the square about the optimal centre
  have e : energy k m v R s - energy k m v R (optCenter k m R)
      = (k + m) / 2 * (s - optCenter k m R) ^ 2 := by
    rw [energy_eq, energy_eq]
    linear_combination (s - optCenter k m R) * h
  have hne : s - optCenter k m R ≠ 0 := sub_ne_zero.mpr hs
  have hp : 0 < (k + m) / 2 * (s - optCenter k m R) ^ 2 :=
    mul_pos (half_pos hkm) (pow_pos_of_ne hne)
  linarith
where
  pow_pos_of_ne {a : ℝ} (ha : a ≠ 0) : 0 < a ^ 2 := by positivity
```

The theorem on the optimized energy makes two statements joined by `∧`. In the first, the centre is `optCenter k m R'` and is re-optimized as the nuclear position `R'` varies. In the second, the centre is frozen at `optCenter k m R`, its optimal value for the position R at which the derivative is taken. For k ≠ 0 these are different functions of `R'`, but they have the same derivative at R. For k = 0 the optimal centre is always the origin and the two functions coincide.

The proof computes c′ = k/(k + m) in `hc` and the value of the partial derivative in `val`. The total derivative then follows from the general decomposition, where the stationarity condition `h`, multiplied by k/(k + m), removes the Pulay term.

```lean
/-- For `k + m > 0` the derivative of the optimized energy and the partial derivative at the
optimal centre, held fixed, are both `k m R / (k + m)`. -/
theorem optimized_force {k m : ℝ} (hkm : 0 < k + m) (v : ℝ≥0) (R : ℝ) :
    HasDerivAt (fun R' => energy k m v R' (optCenter k m R')) (k * m * R / (k + m)) R ∧
    HasDerivAt (fun R' => energy k m v R' (optCenter k m R)) (k * m * R / (k + m)) R := by
  have h := optCenter_stationary hkm.ne' R
  have hc : HasDerivAt (optCenter k m) (k / (k + m)) R :=
    (((hasDerivAt_id' R).const_mul k).div_const (k + m)).congr_deriv (by ring)
  have val : k * (R - optCenter k m R) = k * m * R / (k + m) := by
    rw [eq_div_iff hkm.ne']
    linear_combination (-k) * h
  -- stationarity removes the Pulay term
  exact ⟨(hasDerivAt_total k m v hc).congr_deriv
      (by linear_combination val + k / (k + m) * h),
    (hasDerivAt_partial k m v R _).congr_deriv val⟩
```

## The attached centre and the converse

For the attached density the nuclear position and the centre are the same variable, which the code writes as `energy k m v R' R'`. Both parts are special cases of the earlier derivatives: the path c(R) = R in the first, and the fixed centre s = R in the second. Their difference is mR, which is non-zero whenever m and R both are. No condition on k + m is required, since no optimum is involved.

```lean
/-- When the density is centred on the nucleus, `s = R`, the total derivative of the energy is
`m R`, while the partial derivative at fixed centre is zero. -/
theorem attached_force (k m : ℝ) (v : ℝ≥0) (R : ℝ) :
    HasDerivAt (fun R' => energy k m v R' R') (m * R) R ∧
    HasDerivAt (fun R' => energy k m v R' R) 0 R :=
  ⟨(hasDerivAt_total k m v (hasDerivAt_id' R)).congr_deriv (by ring),
    (hasDerivAt_partial k m v R R).congr_deriv (by ring)⟩
```

The last theorem compares the two derivatives for a general path, now as numbers given by `deriv`. The total derivative exists because `c` is differentiable at R; the partial derivative exists for any fixed centre. The equivalence `↔` says that they agree if and only if the centre at R is optimal. In the forward direction, equality of the derivatives makes the Pulay term zero; since c′ ≠ 0, the bracket must vanish, and cancelling k + m identifies the centre. In the backward direction, stationarity makes the Pulay term zero.

```lean
/-- Let `k + m > 0` and let the centre move with the nucleus at a nonzero rate `c'`. Then the
total and partial derivatives of the energy agree exactly when the centre is optimal. -/
theorem pulay_vanishes_iff {k m : ℝ} (hkm : 0 < k + m) (v : ℝ≥0) {c : ℝ → ℝ} {c' R : ℝ}
    (hc : HasDerivAt c c' R) (hc' : c' ≠ 0) :
    deriv (fun R' => energy k m v R' (c R')) R = deriv (fun R' => energy k m v R' (c R)) R
      ↔ c R = optCenter k m R := by
  have h := optCenter_stationary hkm.ne' R
  rw [(hasDerivAt_total k m v hc).deriv, (hasDerivAt_partial k m v R (c R)).deriv]
  constructor
  · intro e
    have hz : ((k + m) * c R - k * R) * c' = 0 := by linarith
    have hs := (mul_eq_zero.mp hz).resolve_right hc'
    exact mul_left_cancel₀ hkm.ne' (by linarith)
  · intro e
    rw [e]
    linear_combination c' * h

end

end PulayForce
```

```lean
#print axioms PulayForce.optCenter_lt
#print axioms PulayForce.optimized_force
#print axioms PulayForce.attached_force
#print axioms PulayForce.pulay_vanishes_iff
```

```
'PulayForce.optCenter_lt' depends on axioms: [propext, Classical.choice, Quot.sound]
'PulayForce.optimized_force' depends on axioms: [propext, Classical.choice, Quot.sound]
'PulayForce.attached_force' depends on axioms: [propext, Classical.choice, Quot.sound]
'PulayForce.pulay_vanishes_iff' depends on axioms: [propext, Classical.choice, Quot.sound]
```

## A centre that does not move

The converse fails without the hypothesis c′ ≠ 0. Take k = m = 1, keep the centre at c(R) = 0 for all R, and look at R = 1. The optimal centre there is 1/2, so the density is not optimal. The total and partial derivatives are nevertheless derivatives of the same function of R, and both equal k(R − c) = 1. Agreement of the two derivatives therefore signals an optimal centre only if the centre is moving.

In electronic-structure calculations with atom-centred basis functions, Pulay terms arise in a similar way, because the functions move with the nuclei while the energy is not stationary with respect to that motion; the model here reduces this to one non-interacting density with a single parameter in one dimension. It has no orbitals, no overlap matrix and no self-consistent potential, so the particular expressions above are those of two springs and a Gaussian of fixed width. In this model, with the centre attached to the nucleus, a structure optimization using only the partial derivative would stop wherever it starts, although for m > 0 the energy being computed has its minimum only at R = 0.
